# In a static-screening model of the electron gas with momentum transfers up to the Fermi wave vector, the ring sum is finite and behaves as (a²/4) ln a for small a

## Does summing the rings turn a divergence into a logarithm?

Take a = 1. The integral of −1/(2q) from k to 1 is (1/2) ln k, which runs off to −∞ as k → 0. The integral of q³(ln(1 + 1/q²) − 1/q²) from 0 to 1 is −1/4, although the two integrands agree to leading order at large q.

For the uniform electron gas in three dimensions I read this as follows: second-order perturbation theory diverges at small momentum transfer q, and summing the ring diagrams cures it. With wave vectors in units of the Fermi wave vector and a the squared Thomas-Fermi wave vector, the sum should behave for small a as if the second-order integral were cut off near q = √a. Can this be made rigorous, with the coefficient of the logarithm, and checked by machine?

## Screening sets the cutoff at a multiple of √a

Yes, for the static model in your question. Write x = a/q² and

f(q) = q³(ln(1 + x) − x), s(q) = −a²/(2q), I(a) = ∫₀¹ f(q) dq.

Since ln(1 + x) − x = −x²/2 + O(x³), at fixed q > 0 and small a

f(q) ≈ −q³ · a²/(2q⁴) = s(q).

The second-order integral with lower cutoff k is

∫ₖ¹ s(q) dq = (a²/2) ln k,

which diverges as k → 0. For the ring integrand, ln(1 + a/q²) = ln(q² + a) − 2 ln q gives

f(q) = q³ ln(q² + a) − 2q³ ln q − aq,

and every term vanishes as q → 0. An antiderivative is

F(q) = ((q⁴ − a²)/4) ln(q² + a) − (q⁴/2) ln q − aq²/4.

To check it, differentiate the first logarithm. This leaves

((q⁴ − a²)/4) · 2q/(q² + a) = (q² − a)q/2 = q³/2 − aq/2.

The other two terms of F contribute −2q³ ln q − q³/2 and −aq/2, so the q³/2 cancels and F′ = f. With F(1) = ((1 − a²) ln(1 + a) − a)/4 and F(0) = −(a²/4) ln a,

I(a) = ((1 − a²) ln(1 + a) + a² ln a − a)/4.

Now cut the second-order integral off at k = c√a, with c > 0. It equals (a²/4) ln a + (a²/2) ln c, so the terms in a² ln a cancel in the difference:

(I(a) − (a²/2) ln(c√a))/a² = (1/4)[(ln(1 + a) − a)/a² − ln(1 + a)] − (ln c)/2 → −1/8 − (ln c)/2.

Every c > 0 gives the same logarithm, and the a² term matches as well exactly when c = exp(−1/4). Setting c = 1 and dividing by ln a → −∞ gives I(a)/(a² ln a) → 1/4.

Here is the complete Lean file.

```lean
import Mathlib

open Filter Topology MeasureTheory

namespace ElectronGasRingSum

noncomputable section

/-- The ring-diagram integrand at momentum transfer `q`, with static screening of squared
Thomas-Fermi wave vector `a`. -/
def ringIntegrand (a q : ℝ) : ℝ := q ^ 3 * (Real.log (1 + a / q ^ 2) - a / q ^ 2)

/-- The second-order integrand at momentum transfer `q`. -/
def secondOrder (a q : ℝ) : ℝ := -a ^ 2 / (2 * q)

/-- The ring sum integrated over momentum transfers between 0 and 1. -/
def ringEnergy (a : ℝ) : ℝ := ∫ q in (0 : ℝ)..1, ringIntegrand a q

/-- The second-order integral restricted to momentum transfers between `k` and 1. -/
def cutoffEnergy (a k : ℝ) : ℝ := ∫ q in k..1, secondOrder a q

/-- The logarithm with its linear term removed starts with the quadratic term `-x²/2`. -/
theorem log_quadratic_term :
    Tendsto (fun x : ℝ => (Real.log (1 + x) - x) / x ^ 2) (𝓝[>] 0) (𝓝 (-1 / 2)) := by
  rw [tendsto_iff_norm_sub_tendsto_zero]
  refine squeeze_zero' (g := fun x : ℝ => 2 * x)
    (Eventually.of_forall fun x => norm_nonneg _) ?_ ?_
  · filter_upwards [Ioo_mem_nhdsGT (show (0 : ℝ) < 1 / 2 by norm_num)] with x hx
    have hx0 : 0 < x := hx.1
    have hx1 : x < 1 / 2 := hx.2
    have hne : x ≠ 0 := hx0.ne'
    -- Taylor bound for the logarithm after two terms
    have h := Real.abs_log_sub_add_sum_range_le (x := -x)
      (by rw [abs_neg, abs_of_pos hx0]; linarith) 2
    have e : ∑ i ∈ Finset.range 2, (-x) ^ (i + 1) / ((i : ℝ) + 1) + Real.log (1 - -x)
        = Real.log (1 + x) - x + x ^ 2 / 2 := by
      rw [Finset.sum_range_succ, Finset.sum_range_one, sub_neg_eq_add]
      push_cast
      ring
    rw [e, abs_neg, abs_of_pos hx0] at h
    have h2 : x ^ (2 + 1) / (1 - x) ≤ 2 * x * x ^ 2 := by
      rw [div_le_iff₀ (by linarith)]
      have h4 : 2 * x * x ^ 2 * (1 - x) - x ^ (2 + 1) = x ^ 3 * (1 - 2 * x) := by ring
      rw [← sub_nonneg, h4]
      exact mul_nonneg (pow_pos hx0 3).le (by linarith)
    have e2 : (Real.log (1 + x) - x) / x ^ 2 - -1 / 2
        = (Real.log (1 + x) - x + x ^ 2 / 2) / x ^ 2 := by
      field_simp
      ring
    have hsq : 0 < x ^ 2 := by positivity
    rw [e2, Real.norm_eq_abs, abs_div, abs_of_pos hsq, div_le_iff₀ hsq]
    exact h.trans h2
  · have h : Continuous fun x : ℝ => 2 * x := by fun_prop
    exact (h.tendsto' 0 0 (by simp)).mono_left nhdsWithin_le_nhds

/-- At fixed momentum transfer the ratio of the ring integrand to the second-order integrand
tends to 1 for weak screening. -/
theorem ring_over_secondOrder {q : ℝ} (hq : 0 < q) :
    Tendsto (fun a => ringIntegrand a q / secondOrder a q) (𝓝[>] 0) (𝓝 1) := by
  have hx : Tendsto (fun a : ℝ => a / q ^ 2) (𝓝[>] 0) (𝓝[>] 0) := by
    refine tendsto_nhdsWithin_iff.2 ⟨?_, ?_⟩
    · have h : Continuous fun a : ℝ => a / q ^ 2 := continuous_id.div_const _
      exact (h.tendsto' 0 0 (by simp)).mono_left nhdsWithin_le_nhds
    · filter_upwards [self_mem_nhdsWithin] with a ha
      have ha' : 0 < a := ha
      have h : 0 < a / q ^ 2 := by positivity
      exact h
  have h := (log_quadratic_term.comp hx).const_mul (-2)
  rw [show (-2 : ℝ) * (-1 / 2) = 1 by norm_num] at h
  refine h.congr' ?_
  filter_upwards [self_mem_nhdsWithin] with a ha
  have ha0 : a ≠ 0 := ne_of_gt ha
  have hq0 : q ≠ 0 := hq.ne'
  simp only [Function.comp_apply, ringIntegrand, secondOrder]
  generalize Real.log (1 + a / q ^ 2) = L
  field_simp

/-- For `a ≠ 0` the second-order integrand is not integrable down to zero momentum transfer. -/
theorem secondOrder_not_integrable {a : ℝ} (ha : a ≠ 0) :
    ¬ IntervalIntegrable (secondOrder a) volume 0 1 := by
  intro h
  have h1 := h.const_mul (-2 / a ^ 2)
  have e : (fun q => -2 / a ^ 2 * secondOrder a q) = fun q : ℝ => q⁻¹ := by
    funext q
    by_cases hq : q = 0
    · simp [secondOrder, hq]
    · unfold secondOrder
      field_simp
  rw [e, intervalIntegrable_inv_iff] at h1
  rcases h1 with h1 | h1
  · norm_num at h1
  · exact h1 Set.left_mem_uIcc

/-- The ring integrand with the screened logarithm split into two logarithms. -/
theorem ringIntegrand_eq {a : ℝ} (ha : 0 < a) (q : ℝ) :
    ringIntegrand a q
      = q ^ 3 * Real.log (q ^ 2 + a) - 2 * q ^ 2 * (q * Real.log q) - a * q := by
  by_cases hq : q = 0
  · simp [ringIntegrand, hq]
  · have h1 : 1 + a / q ^ 2 = (q ^ 2 + a) / q ^ 2 := by field_simp
    have h2 : q ^ 3 * (a / q ^ 2) = a * q := by field_simp
    rw [ringIntegrand, h1, Real.log_div (by positivity) (by positivity), Real.log_pow]
    push_cast
    linear_combination -h2

/-- For `a > 0` the ring integrand is continuous in the momentum transfer, including at zero. -/
theorem ringIntegrand_continuous {a : ℝ} (ha : 0 < a) : Continuous (ringIntegrand a) := by
  have hc : Continuous fun y : ℝ => Real.log (y ^ 2 + a) :=
    Continuous.log (by fun_prop) (fun y => by positivity)
  rw [funext (ringIntegrand_eq ha)]
  exact (((continuous_pow 3).mul hc).sub
    ((continuous_const.mul (continuous_pow 2)).mul Real.continuous_mul_log)).sub
    (continuous_const.mul continuous_id)

/-- Closed form of the integrated ring sum. -/
theorem ringEnergy_eq {a : ℝ} (ha : 0 < a) :
    ringEnergy a
      = ((1 - a ^ 2) * Real.log (1 + a) + a ^ 2 * Real.log a - a) / 4 := by
  have hc : Continuous fun y : ℝ => Real.log (y ^ 2 + a) :=
    Continuous.log (by fun_prop) (fun y => by positivity)
  have hp : Continuous fun y : ℝ => (y ^ 4 - a ^ 2) / 4 := by fun_prop
  -- the antiderivative is continuous on the closed interval
  have hP : Continuous fun y : ℝ => (y ^ 4 - a ^ 2) / 4 * Real.log (y ^ 2 + a)
      - y ^ 3 * (y * Real.log y) / 2 - a / 4 * y ^ 2 :=
    ((hp.mul hc).sub (((continuous_pow 3).mul Real.continuous_mul_log).div_const 2)).sub
      (continuous_const.mul (continuous_pow 2))
  rw [ringEnergy, intervalIntegral.integral_eq_sub_of_hasDerivAt_of_le zero_le_one
    hP.continuousOn ?_ ((ringIntegrand_continuous ha).intervalIntegrable 0 1)]
  · simp only [one_pow, Real.log_one, ne_eq, OfNat.ofNat_ne_zero, not_false_eq_true,
      zero_pow, zero_add]
    ring
  · intro q hq
    have hq0 : q ≠ 0 := hq.1.ne'
    have hs : q ^ 2 + a ≠ 0 := by positivity
    have h1 : HasDerivAt (fun y : ℝ => y ^ 2 + a) (2 * q) q :=
      ((hasDerivAt_pow 2 q).add_const a).congr_deriv (by ring)
    have h3 : HasDerivAt (fun y : ℝ => (y ^ 4 - a ^ 2) / 4) (q ^ 3) q :=
      (((hasDerivAt_pow 4 q).sub_const (a ^ 2)).div_const 4).congr_deriv (by ring)
    have h4 : HasDerivAt (fun y : ℝ => y ^ 3 * (y * Real.log y) / 2)
        (2 * q ^ 3 * Real.log q + q ^ 3 / 2) q :=
      (((hasDerivAt_pow 3 q).fun_mul
        ((hasDerivAt_id' q).fun_mul (Real.hasDerivAt_log hq0))).div_const 2).congr_deriv
        (by rw [mul_inv_cancel₀ hq0]; ring)
    have h5 : HasDerivAt (fun y : ℝ => a / 4 * y ^ 2) (a / 2 * q) q :=
      ((hasDerivAt_pow 2 q).const_mul (a / 4)).congr_deriv (by ring)
    have hr : (q ^ 4 - a ^ 2) / 4 * (2 * q / (q ^ 2 + a)) = (q ^ 2 - a) * q / 2 := by
      field_simp
      ring
    refine (((h3.fun_mul (h1.log hs)).fun_sub h4).fun_sub h5).congr_deriv ?_
    rw [ringIntegrand_eq ha, hr]
    ring

/-- The second-order integral depends logarithmically on its lower cutoff. -/
theorem cutoffEnergy_eq (a : ℝ) {k : ℝ} (hk : 0 < k) :
    cutoffEnergy a k = a ^ 2 / 2 * Real.log k := by
  have e : secondOrder a = fun q => -a ^ 2 / 2 * q⁻¹ := by
    funext q
    rw [secondOrder, div_mul_eq_div_div, div_eq_mul_inv _ q]
  rw [cutoffEnergy, e, intervalIntegral.integral_const_mul,
    integral_inv_of_pos hk one_pos, one_div, Real.log_inv]
  ring

/-- The ring sum minus the second-order integral cut off at `c √a`, divided by `a²`, has a
finite limit for weak screening. -/
theorem ring_sub_cutoff {c : ℝ} (hc : 0 < c) :
    Tendsto (fun a => (ringEnergy a - cutoffEnergy a (c * √a)) / a ^ 2) (𝓝[>] 0)
      (𝓝 (-1 / 8 - Real.log c / 2)) := by
  have hl : Tendsto (fun a : ℝ => Real.log (1 + a)) (𝓝[>] 0) (𝓝 0) := by
    have h : ContinuousAt (fun a : ℝ => Real.log (1 + a)) 0 :=
      ContinuousAt.log (by fun_prop) (by norm_num)
    have h' := h.tendsto
    simp only [add_zero, Real.log_one] at h'
    exact h'.mono_left nhdsWithin_le_nhds
  have h := ((log_quadratic_term.sub hl).div_const 4).sub_const (Real.log c / 2)
  rw [show ((-1 / 2 - 0) / 4 - Real.log c / 2 : ℝ) = -1 / 8 - Real.log c / 2 by ring] at h
  refine h.congr' ?_
  filter_upwards [self_mem_nhdsWithin] with a ha
  have ha' : 0 < a := ha
  have hs : 0 < √a := Real.sqrt_pos.2 ha'
  -- the terms in `a² ln a` cancel
  rw [ringEnergy_eq ha', cutoffEnergy_eq a (mul_pos hc hs), Real.log_mul hc.ne' hs.ne',
    Real.log_sqrt ha'.le]
  generalize Real.log (1 + a) = L
  field_simp
  ring

/-- The cutoff `c √a` reproduces the ring sum up to terms smaller than `a²` exactly when
`c = exp (-1/4)`. -/
theorem optimal_cutoff {c : ℝ} (hc : 0 < c) :
    Tendsto (fun a => (ringEnergy a - cutoffEnergy a (c * √a)) / a ^ 2) (𝓝[>] 0) (𝓝 0)
      ↔ c = Real.exp (-1 / 4) := by
  constructor
  · intro h
    have h1 := tendsto_nhds_unique h (ring_sub_cutoff hc)
    rw [← Real.exp_log hc, show Real.log c = -1 / 4 by linarith]
  · intro h
    have h1 := ring_sub_cutoff hc
    have h2 : Real.log c = -1 / 4 := by rw [h, Real.log_exp]
    rwa [h2, show (-1 / 8 - -1 / 4 / 2 : ℝ) = 0 by norm_num] at h1

/-- For weak screening the ring sum behaves as `(1/4) a² ln a`. -/
theorem ringEnergy_leading_log :
    Tendsto (fun a => ringEnergy a / (a ^ 2 * Real.log a)) (𝓝[>] 0) (𝓝 (1 / 4)) := by
  have hinv : Tendsto (fun a : ℝ => (Real.log a)⁻¹) (𝓝[>] 0) (𝓝 0) :=
    tendsto_inv_atBot_zero.comp Real.tendsto_log_nhdsGT_zero
  have h := ((ring_sub_cutoff one_pos).mul hinv).const_add (1 / 4)
  rw [mul_zero, add_zero] at h
  refine h.congr' ?_
  filter_upwards [Ioo_mem_nhdsGT (show (0 : ℝ) < 1 by norm_num)] with a ha
  have ha0 : a ≠ 0 := ha.1.ne'
  have hl : Real.log a ≠ 0 := (Real.log_neg ha.1 ha.2).ne
  rw [one_mul, cutoffEnergy_eq a (Real.sqrt_pos.2 ha.1), Real.log_sqrt ha.1.le]
  field_simp
  ring

end

end ElectronGasRingSum
```

```lean
#print axioms ElectronGasRingSum.ring_over_secondOrder
-- 'ElectronGasRingSum.ring_over_secondOrder' depends on axioms: [propext, Classical.choice, Quot.sound]
#print axioms ElectronGasRingSum.secondOrder_not_integrable
-- 'ElectronGasRingSum.secondOrder_not_integrable' depends on axioms: [propext, Classical.choice, Quot.sound]
#print axioms ElectronGasRingSum.optimal_cutoff
-- 'ElectronGasRingSum.optimal_cutoff' depends on axioms: [propext, Classical.choice, Quot.sound]
#print axioms ElectronGasRingSum.ringEnergy_leading_log
-- 'ElectronGasRingSum.ringEnergy_leading_log' depends on axioms: [propext, Classical.choice, Quot.sound]
```

**What the theorems say.** `ringIntegrand a q` is f, `secondOrder a q` is s, `ringEnergy a` is I(a), and `cutoffEnergy a k` is the second-order integral from k to 1. All variables are real numbers, and `𝓝[>] 0` means that a tends to zero through positive values.

- `ring_over_secondOrder`: f/s → 1 at each fixed q > 0.
- `secondOrder_not_integrable`: s is not integrable on (0,1] if a ≠ 0. The divergence is stated in this form because Mathlib assigns the value 0 to the integral of a non-integrable function, so the value of the integral from 0 to 1 would not show it.
- `ringIntegrand_continuous` and `ringEnergy_eq`: for a > 0, f is continuous, including at q = 0, and I(a) has the closed form above.
- `ring_sub_cutoff` and `optimal_cutoff`: the limit of the scaled difference, and the value of c for which it vanishes.
- `ringEnergy_leading_log`: the coefficient 1/4.

The constant a stands for static screening with the same strength at every q. Wave vectors are measured in units of the Fermi wave vector, so the upper limit 1 restricts the momentum transfers to at most the Fermi wave vector. The model needs an upper limit: with constant a, f ≈ −a²/(2q) at large q, so the integral up to infinity would diverge logarithmically. In the electron gas itself the static polarisability falls off at large q, and a constant a misses this. Prefactors are omitted, and the logarithm is taken as the ring sum, not derived from diagrams. The weight q³ is also part of the model: q² comes from the volume element in momentum space, and one more factor q stands for the frequency integral, since the polarisability is appreciable only up to imaginary frequencies of about q times the Fermi velocity. With q² alone, the second-order integral would diverge as 1/k instead of logarithmically. The full random-phase approximation has a frequency-dependent polarisability, so 1/4 is not the coefficient of ln rₛ in the high-density correlation energy.

In second-order calculations on metals that use a grid of momentum transfers and leave out the term q = 0, the smallest non-zero transfer plays the part of k; in this static model the energy then drifts as (a²/2) ln k when the grid is refined.

Two conditions show their role in small examples. If a = 0, then s is identically zero and is integrable, so non-integrability needs a ≠ 0. If q is not held fixed but follows q = √a, then x = 1 and f/s = 2(1 − ln 2) ≈ 0.61 for every a, so the ratio does not tend to 1.

**How the proof runs.** `log_quadratic_term` uses Mathlib's Taylor bound at −x. For 0 < x < 1/2 it gives

|ln(1 + x) − x + x²/2| ≤ x³/(1 − x) ≤ 2x³,

so (ln(1 + x) − x)/x² lies within 2x of −1/2, and a squeeze finishes the limit. Substituting x = a/q² and multiplying by −2 gives `ring_over_secondOrder`.

For non-integrability, multiplying s by −2/a² turns it into 1/q, which Mathlib knows is not integrable on a closed interval of positive length that contains 0.

`ringIntegrand_eq` splits the logarithm, and continuity follows because q ln q is continuous at zero. In `ringEnergy_eq`, the version of the fundamental theorem of calculus that is used asks for continuity of F on [0,1] but for its derivative only on (0,1), so ln q is never differentiated at zero. The step `hr` is the cancellation of q² + a shown above.

`cutoffEnergy_eq` evaluates the integral of 1/q. `ring_sub_cutoff` first builds the limit of the right-hand expression from known limits, then uses the two closed forms to show that it equals the scaled difference for a > 0. `optimal_cutoff` follows from the uniqueness of limits. `ringEnergy_leading_log` takes c = 1 and multiplies the convergent remainder by 1/ln a, which tends to zero.
